# The Poisson kernel of the unit ball is harmonic away from its source point

One way to approximate the electrostatic potential in a charge-free ball from its values at points on the surface is to multiply each surface value by a quadrature weight and by the Poisson kernel of that surface point, and to add up the products. The resulting finite sum satisfies Laplace's equation at every interior point, however coarse the quadrature, because each term does. This sheet derives that property of a single term.

An electronic-structure code that solves Poisson's equation in an atom-centred sphere, with the potential prescribed on the surface, meets a boundary-value problem of this kind; the result concerns only the source-free part of the potential, and any charge inside the sphere needs a separate contribution. For continuous surface values and a convergent quadrature, the sum approaches the prescribed values if the quadrature is refined first and x is moved to the sphere afterwards; this is a further step, which harmonicity does not supply. With a fixed quadrature the sum tends to zero as x approaches any surface point that is not a quadrature point.

## Space, Laplacian and kernel

Space is `EuclideanSpace ℝ (Fin d)`, that is, R^d with the usual length |x| and coordinates xᵢ, where i runs from 0 to d − 1.

```lean
import Mathlib

open Topology

namespace PoissonKernelBall

noncomputable section

variable {d : ℕ}
```

The unit vector eᵢ along axis i is `axis i`.

```lean
/-- The unit vector along the `i`-th Cartesian axis. -/
abbrev axis (i : Fin d) : EuclideanSpace ℝ (Fin d) := EuclideanSpace.single i (1 : ℝ)
```

The Laplacian Δ is the sum over i of the second derivatives of t ↦ f(x + t eᵢ) at t = 0.

```lean
/-- The Laplacian: the sum of the second derivatives along the Cartesian axes. -/
def laplacian (f : EuclideanSpace ℝ (Fin d) → ℝ) (x : EuclideanSpace ℝ (Fin d)) : ℝ :=
  ∑ i, deriv (deriv (fun t : ℝ => f (x + t • axis i))) 0
```

For a source point y, a field point x and a natural exponent p, the function studied is

K_p(x) = (|y|² − |x|²) / |x − y|^p.

The code calls it `kernel` for every p, but only p = d gives the Poisson kernel. The textbook prefactor 1/(ω|y|), with ω the area of the unit sphere, is left out; it does not depend on x. Below, r = |x − y| and N = |y|² − |x|².

```lean
/-- The function `(|y|² - |x|²) / |x - y|^p` of the field point `x ≠ y`, for a source point `y`
on the sphere of radius `|y|`. The Poisson kernel has `p = d`. -/
def kernel (p : ℕ) (y x : EuclideanSpace ℝ (Fin d)) : ℝ :=
  (‖y‖ ^ 2 - ‖x‖ ^ 2) / ‖x - y‖ ^ p
```

## (a) Squared length along an axis

Expand the squared length of a point displaced by t along axis i. Show that

|x + t eᵢ|² = |x|² + 2t xᵢ + t².

**Solution.** The square of the sum is |x|² + 2t x·eᵢ + t²|eᵢ|². Here x·eᵢ = xᵢ and |eᵢ| = 1, which are `h1` and `h2` in the proof.

```lean
/-- The squared distance from the origin along a line parallel to a Cartesian axis. -/
theorem norm_sq_line (x : EuclideanSpace ℝ (Fin d)) (i : Fin d) (t : ℝ) :
    ‖x + t • axis i‖ ^ 2 = ‖x‖ ^ 2 + 2 * t * x i + t ^ 2 := by
  have h1 : inner ℝ x (axis i) = x i := by simp [EuclideanSpace.inner_single_right]
  have h2 : ‖axis i‖ = 1 := by simp
  rw [norm_add_sq_real, inner_smul_right, norm_smul, mul_pow, Real.norm_eq_abs, sq_abs, h1, h2]
  ring
```

## (b) Slope of an inverse power of the distance

Write ρ(t) = |x + t eᵢ − y|. Show that, wherever ρ(t) ≠ 0,

d/dt ρ^(−p) = −p (xᵢ + t − yᵢ) / ρ^(p+2).

**Solution.** Part (a), applied to x − y, gives

ρ² = r² + 2t(xᵢ − yᵢ) + t².

Differentiating both sides gives 2ρρ′ = 2(xᵢ + t − yᵢ), so ρ′ = (xᵢ + t − yᵢ)/ρ. The chain rule then yields −p ρ^(−p−1) ρ′, which is the claim.

`HasDerivAt` states that the derivative exists and has this value. In the proof, `hq` is the quadratic and `hd` obtains ρ′ by differentiating its square root. The case p = 0, a constant function, is treated separately.

```lean
/-- The derivative of an inverse power of the distance to `y` along a Cartesian axis,
at a point different from `y`. -/
theorem hasDerivAt_inv_dist_pow (x y : EuclideanSpace ℝ (Fin d)) (i : Fin d) (p : ℕ) (t : ℝ)
    (h : x + t • axis i ≠ y) :
    HasDerivAt (fun s : ℝ => 1 / ‖x + s • axis i - y‖ ^ p)
      (-(p * (x i + t - y i)) / ‖x + t • axis i - y‖ ^ (p + 2)) t := by
  have hn : 0 < ‖x + t • axis i - y‖ := norm_pos_iff.2 (sub_ne_zero.2 h)
  have hq : ∀ s : ℝ, ‖x + s • axis i - y‖ ^ 2
      = ‖x - y‖ ^ 2 + 2 * s * (x i - y i) + s * s := by
    intro s
    rw [show x + s • axis i - y = x - y + s • axis i by abel, norm_sq_line, PiLp.sub_apply]
    ring
  -- the distance itself is the square root of a quadratic polynomial
  have hd : HasDerivAt (fun s : ℝ => ‖x + s • axis i - y‖)
      ((x i + t - y i) / ‖x + t • axis i - y‖) t := by
    have h1 : HasDerivAt (fun s : ℝ => ‖x - y‖ ^ 2 + 2 * s * (x i - y i) + s * s)
        (2 * (x i + t - y i)) t :=
      (((((hasDerivAt_id' t).const_mul (2 : ℝ)).mul_const (x i - y i)).const_add
        (‖x - y‖ ^ 2)).fun_add ((hasDerivAt_id' t).fun_mul (hasDerivAt_id' t))).congr_deriv
        (by ring)
    have h0 : ‖x - y‖ ^ 2 + 2 * t * (x i - y i) + t * t ≠ 0 := by
      rw [← hq t]
      exact (pow_pos hn 2).ne'
    have h2 := h1.sqrt h0
    simp only [← hq, Real.sqrt_sq, norm_nonneg] at h2
    exact h2.congr_deriv (mul_div_mul_left _ _ two_ne_zero)
  rcases p with _ | p
  · exact ((hasDerivAt_const t (1 : ℝ)).congr_deriv (by simp)).congr_of_eventuallyEq
      (Filter.Eventually.of_forall fun s => by simp)
  · have hc := div_mul_cancel₀ (x i + t - y i) hn.ne'
    refine ((hasDerivAt_const t (1 : ℝ)).fun_div (hd.fun_pow (p + 1))
      (pow_ne_zero _ hn.ne')).congr_deriv ?_
    simp only [add_tsub_cancel_right]
    rw [div_eq_div_iff (by positivity) (by positivity)]
    linear_combination
      (-((p + 1 : ℕ) : ℝ) * ‖x + t • axis i - y‖ ^ (2 * p + 2)) * hc
```

## (c) Second derivative along one axis

Differentiate K_p twice along axis i at a point x ≠ y. Show that

∂ᵢ²K_p = −2/r^p − pN/r^(p+2) + 4p xᵢ(xᵢ − yᵢ)/r^(p+2) + p(p+2)N(xᵢ − yᵢ)²/r^(p+4).

**Solution.** Along the line the numerator is N(t) = |y|² − |x + t eᵢ|², with N′(t) = −2(xᵢ + t) by (a). The product rule and (b) give the first derivative

−2(xᵢ + t)/ρ^p − p(xᵢ + t − yᵢ)N(t)/ρ^(p+2).

Differentiate again and set t = 0. The first term contributes

−2/r^p + 2p xᵢ(xᵢ − yᵢ)/r^(p+2),

and the second contributes

−pN/r^(p+2) + 2p xᵢ(xᵢ − yᵢ)/r^(p+2) + p(p+2)N(xᵢ − yᵢ)²/r^(p+4).

Their sum is the claim.

A second derivative requires the first one on a whole neighbourhood of t = 0. The proof obtains this from `hev`: a line through x ≠ y stays away from y for small t. The formula for the first derivative is `h1`.

```lean
/-- The unmixed second partial derivatives of the kernel at a point `x ≠ y`. -/
theorem second_partial (p : ℕ) (x y : EuclideanSpace ℝ (Fin d)) (i : Fin d) (h : x ≠ y) :
    deriv (deriv (fun t : ℝ => kernel p y (x + t • axis i))) 0
      = (-2 / ‖x - y‖ ^ p - p * (‖y‖ ^ 2 - ‖x‖ ^ 2) / ‖x - y‖ ^ (p + 2))
        + 4 * p / ‖x - y‖ ^ (p + 2) * (x i * (x i - y i))
        + p * (p + 2) * (‖y‖ ^ 2 - ‖x‖ ^ 2) / ‖x - y‖ ^ (p + 4) * (x i - y i) ^ 2 := by
  have hN : ∀ t : ℝ, HasDerivAt (fun s : ℝ => ‖y‖ ^ 2 - ‖x + s • axis i‖ ^ 2)
      (-2 * (x i + t)) t := by
    intro t
    have hfun : (fun s : ℝ => ‖y‖ ^ 2 - ‖x + s • axis i‖ ^ 2)
        = fun s : ℝ => ‖y‖ ^ 2 - (‖x‖ ^ 2 + 2 * s * x i + s * s) := by
      funext s
      rw [norm_sq_line]
      ring
    rw [hfun]
    exact ((((((hasDerivAt_id' t).const_mul (2 : ℝ)).mul_const (x i)).const_add
      (‖x‖ ^ 2)).fun_add ((hasDerivAt_id' t).fun_mul (hasDerivAt_id' t))).const_sub
      (‖y‖ ^ 2)).congr_deriv (by ring)
  have h0 : x + (0 : ℝ) • axis i ≠ y := by simpa using h
  have hev : ∀ᶠ t : ℝ in 𝓝 0, x + t • axis i ≠ y := by
    have hc : ContinuousAt (fun t : ℝ => x + t • axis i) 0 := by fun_prop
    exact hc.eventually_ne h0
  -- first derivative, valid on a neighbourhood of the point
  have h1 : deriv (fun t : ℝ => kernel p y (x + t • axis i)) =ᶠ[𝓝 0]
      fun s : ℝ => -2 * (x i + s) * (1 / ‖x + s • axis i - y‖ ^ p)
        - p * (x i + s - y i) * (‖y‖ ^ 2 - ‖x + s • axis i‖ ^ 2)
          * (1 / ‖x + s • axis i - y‖ ^ (p + 2)) := by
    filter_upwards [hev] with t ht
    have hk : (fun t : ℝ => kernel p y (x + t • axis i)) = fun s : ℝ =>
        (‖y‖ ^ 2 - ‖x + s • axis i‖ ^ 2) * (1 / ‖x + s • axis i - y‖ ^ p) := by
      funext s
      rw [kernel, mul_one_div]
    rw [hk, ((hN t).fun_mul (hasDerivAt_inv_dist_pow x y i p t ht)).deriv]
    ring
  rw [h1.deriv_eq]
  -- second derivative by the product rule
  have l : HasDerivAt (fun s : ℝ => x i + s) 1 0 := (hasDerivAt_id' (0 : ℝ)).const_add _
  refine HasDerivAt.deriv ((((l.const_mul (-2 : ℝ)).fun_mul
    (hasDerivAt_inv_dist_pow x y i p 0 h0)).fun_sub
    ((((l.sub_const (y i)).const_mul (p : ℝ)).fun_mul (hN 0)).fun_mul
    (hasDerivAt_inv_dist_pow x y i (p + 2) 0 h0))).congr_deriv ?_)
  simp only [zero_smul, add_zero]
  push_cast
  ring
```

## (d) Smoothness away from the source

Show that K_p has derivatives of every order at each point other than y:

K_p is C^∞ at x whenever x ≠ y.

**Solution.** The numerator is a polynomial in the coordinates. The distance r is smooth where it is non-zero, and so is r^p. A quotient of smooth functions with non-zero denominator is smooth.

The sum of axis derivatives is therefore the ordinary Laplacian here. Lean's `deriv` returns 0 where a function has no derivative, and smoothness excludes that reading of a vanishing Laplacian.

```lean
/-- The kernel is smooth at every point `x ≠ y`. -/
theorem kernel_contDiffAt (p : ℕ) {x y : EuclideanSpace ℝ (Fin d)} (h : x ≠ y) :
    ContDiffAt ℝ (⊤ : ℕ∞) (kernel p y) x := by
  unfold kernel
  exact (contDiffAt_const.sub (contDiffAt_id.norm_sq ℝ)).div
    (((contDiffAt_id.sub contDiffAt_const).norm ℝ (sub_ne_zero.2 h)).pow p)
    (pow_ne_zero _ (norm_ne_zero_iff.2 (sub_ne_zero.2 h)))
```

## (e) Laplacian for any natural exponent

Add the second derivatives over all axes. Show that, for x ≠ y,

ΔK_p = (p − d)(pN + 2r²) / r^(p+2).

**Solution.** Two sums are needed:

Σᵢ (xᵢ − yᵢ)² = r²

2 Σᵢ xᵢ(xᵢ − yᵢ) = r² + |x|² − |y|² = r² − N.

Summing (c) over the d axes gives

ΔK_p = [−2d r² − pdN + 2p(r² − N) + p(p+2)N] / r^(p+2).

The r² terms combine to 2(p − d)r², and the N terms to p(p − d)N.

The two sums are `s1` and `s2` in the proof. After they are inserted, `field_simp` clears the denominators and `ring` collects the terms.

```lean
/-- The Laplacian of `(|y|² - |x|²) / |x - y|^p` at `x ≠ y`, for every natural exponent `p`. -/
theorem laplacian_kernel (p : ℕ) {x y : EuclideanSpace ℝ (Fin d)} (h : x ≠ y) :
    laplacian (kernel p y) x
      = (p - d) * (p * (‖y‖ ^ 2 - ‖x‖ ^ 2) + 2 * ‖x - y‖ ^ 2) / ‖x - y‖ ^ (p + 2) := by
  have hr : 0 < ‖x - y‖ := norm_pos_iff.2 (sub_ne_zero.2 h)
  have s1 : ∑ i, (x i - y i) ^ 2 = ‖x - y‖ ^ 2 := by
    simp only [EuclideanSpace.norm_sq_eq, Real.norm_eq_abs, sq_abs, PiLp.sub_apply]
  -- the polarisation identity for x · (x - y)
  have s2 : 2 * ∑ i, x i * (x i - y i) = ‖x - y‖ ^ 2 + ‖x‖ ^ 2 - ‖y‖ ^ 2 := by
    simp only [EuclideanSpace.norm_sq_eq, Real.norm_eq_abs, sq_abs, PiLp.sub_apply]
    rw [Finset.mul_sum, ← Finset.sum_add_distrib, ← Finset.sum_sub_distrib]
    exact Finset.sum_congr rfl fun i _ => by ring
  have s3 : ∑ i, x i * (x i - y i) = (‖x - y‖ ^ 2 + ‖x‖ ^ 2 - ‖y‖ ^ 2) / 2 := by linarith
  unfold laplacian
  rw [Finset.sum_congr rfl fun i _ => second_partial p x y i h]
  rw [Finset.sum_add_distrib, Finset.sum_add_distrib, ← Finset.mul_sum, ← Finset.mul_sum,
    s1, s3, Finset.sum_const, Finset.card_univ, Fintype.card_fin, nsmul_eq_mul]
  simp only [pow_add]
  field_simp
  ring
```

## (f) The unit ball

Take |y| = 1 and set the exponent equal to the dimension. Show that, for x ≠ y,

Δ[(1 − |x|²) / |x − y|^d] = 0.

**Solution.** With |y| = 1 the function is K_d, and the factor p − d in (e) is zero.

The point x may lie inside the ball, outside it, or elsewhere on the sphere. A ball of radius |y| is covered by (e) with p = d. In the smallest case, d = 1 with y = 1, the function for x < 1 is (1 − x²)/(1 − x) = 1 + x, a straight line with zero second derivative.

```lean
/-- The Poisson kernel of the unit ball, `(1 - |x|²) / |x - y|^d` with `|y| = 1`, has zero
Laplacian at every `x ≠ y`. -/
theorem poissonKernel_harmonic {x y : EuclideanSpace ℝ (Fin d)} (hy : ‖y‖ = 1) (h : x ≠ y) :
    laplacian (fun z => (1 - ‖z‖ ^ 2) / ‖z - y‖ ^ d) x = 0 := by
  have hk : (fun z => (1 - ‖z‖ ^ 2) / ‖z - y‖ ^ d) = kernel d y := by
    funext z
    rw [kernel, hy, one_pow]
  rw [hk, laplacian_kernel d h, sub_self, zero_mul, zero_div]
```

## (g) The exponent is fixed by the dimension

Let y ≠ 0 and let p be a natural number. Show that

ΔK_p(x) = 0 for all x ≠ y ⇔ p = d.

**Solution.** If p = d, (e) gives zero. Conversely, evaluate at the centre x = 0, where r = |y| and N = |y|²:

ΔK_p(0) = (p − d)(p + 2) / |y|^p.

Since p + 2 > 0, this vanishes only for p = d. The proof does the same, with `hpos` recording that the second factor is non-zero.

For y = 0 the exponent p = 2 gives the constant −1, which is harmonic in every dimension, so the equivalence fails there when d ≠ 2.

```lean
/-- For `y ≠ 0`, the function `(|y|² - |x|²) / |x - y|^p` is harmonic away from `y` exactly when
the exponent `p` is the dimension of space. -/
theorem harmonic_iff_exponent (p : ℕ) {y : EuclideanSpace ℝ (Fin d)} (hy : y ≠ 0) :
    (∀ x, x ≠ y → laplacian (kernel p y) x = 0) ↔ p = d := by
  constructor
  · intro H
    -- the centre of the ball already decides the exponent
    have h0 := H 0 hy.symm
    have hn : 0 < ‖y‖ := norm_pos_iff.2 hy
    rw [laplacian_kernel p hy.symm, zero_sub, norm_neg, norm_zero] at h0
    have hpos : (p : ℝ) * (‖y‖ ^ 2 - 0 ^ 2) + 2 * ‖y‖ ^ 2 ≠ 0 := by
      have : 0 < (p : ℝ) * ‖y‖ ^ 2 + 2 * ‖y‖ ^ 2 := by positivity
      intro h
      linarith
    have h1 := (div_eq_zero_iff.1 h0).resolve_right (pow_pos hn _).ne'
    have h2 := (mul_eq_zero.1 h1).resolve_right hpos
    exact_mod_cast sub_eq_zero.1 h2
  · rintro rfl x hx
    rw [laplacian_kernel _ hx, sub_self, zero_mul, zero_div]
```

## (h) Two terms centred at the source point

Let d ≥ 2 and x ≠ y. Split the kernel into two terms centred at y:

K_d(x) = −2 y·(x − y)/r^d − 1/r^(d−2).

**Solution.** Write x = y + (x − y) and expand:

|x|² = |y|² + 2 y·(x − y) + r².

Hence N = −2 y·(x − y) − r², and division by r^d gives the result.

In the code, `inner ℝ y (x - y)` is the dot product, `hx` is the expansion, and `hp` splits r^d into r^(d−2) r². The condition d ≥ 2 keeps the natural-number subtraction d − 2 faithful.

The first term has the form of a point-dipole potential with moment along −y, pointing from the surface into the ball. For d ≥ 3 the second is the potential of a negative point charge, up to units. The word "monopole" in the theorem's name refers to that case. For d = 2 the second term is the constant −1, which is not a monopole potential: a point charge in the plane has a logarithmic potential.

The method of (b) and (c) with a constant numerator gives a neighbouring formula, left here as an exercise without code:

Δ r^(−p) = p(p + 2 − d) / r^(p+2).

At p = d − 2 it vanishes, so the second term is harmonic away from y. By (e) with p = d, the first term is then harmonic there as well.

```lean
/-- In dimension `d ≥ 2` and for `x ≠ y`, the function `(|y|² - |x|²) / |x - y|^d` equals
`-2 y·(x - y) / |x - y|^d - 1 / |x - y|^(d-2)`. -/
theorem kernel_eq_dipole_add_monopole (hd : 2 ≤ d) {x y : EuclideanSpace ℝ (Fin d)}
    (h : x ≠ y) :
    kernel d y x = -(2 * inner ℝ y (x - y) / ‖x - y‖ ^ d) - 1 / ‖x - y‖ ^ (d - 2) := by
  have hr : ‖x - y‖ ≠ 0 := norm_ne_zero_iff.2 (sub_ne_zero.2 h)
  have hp : ‖x - y‖ ^ d = ‖x - y‖ ^ (d - 2) * ‖x - y‖ ^ 2 := by
    rw [← pow_add, Nat.sub_add_cancel hd]
  have hx : ‖x‖ ^ 2 = ‖y‖ ^ 2 + 2 * inner ℝ y (x - y) + ‖x - y‖ ^ 2 := by
    rw [← norm_add_sq_real, add_sub_cancel]
  have hq : ‖x - y‖ ^ (d - 2) ≠ 0 := pow_ne_zero _ hr
  rw [kernel, hx, hp]
  generalize ‖x - y‖ ^ (d - 2) = q at hq ⊢
  field_simp
  ring

end

end PoissonKernelBall
```

```lean
#print axioms PoissonKernelBall.kernel_contDiffAt
-- 'PoissonKernelBall.kernel_contDiffAt' depends on axioms: [propext, Classical.choice, Quot.sound]
#print axioms PoissonKernelBall.poissonKernel_harmonic
-- 'PoissonKernelBall.poissonKernel_harmonic' depends on axioms: [propext, Classical.choice, Quot.sound]
#print axioms PoissonKernelBall.harmonic_iff_exponent
-- 'PoissonKernelBall.harmonic_iff_exponent' depends on axioms: [propext, Classical.choice, Quot.sound]
#print axioms PoissonKernelBall.kernel_eq_dipole_add_monopole
-- 'PoissonKernelBall.kernel_eq_dipole_add_monopole' depends on axioms: [propext, Classical.choice, Quot.sound]
```
